# Orthogonalization freedom: two orthogonalizers differ by a unitary and give the same characteristic polynomial

A Roothaan–Hall calculation in a finite, non-orthogonal basis turns the generalized problem $FC=\varepsilon SC$ into an ordinary eigenvalue problem. Here $S$ is the overlap matrix, $F$ the Fock matrix, $C$ a coefficient vector and $\varepsilon$ an orbital energy. One picks a matrix $X$ with $X^\dagger SX=1$ and diagonalizes $X^\dagger FX$. Symmetric orthogonalization and Gram–Schmidt in general give different $X$, and the step relies on the orbital energies not depending on that choice, which is established here for a fixed $F$ and square $X$ in a finite basis.

## Setting

Let $\phi_\mu$ be the basis functions, with $\mu$ running over a finite index type `n`, and let $\hat F$ be the operator, so that $S_{\mu\nu}=\langle\phi_\mu|\phi_\nu\rangle$ and $F_{\mu\nu}=\langle\phi_\mu|\hat F|\phi_\nu\rangle$. All matrices are complex and square, of type `Matrix n n ℂ`.

```lean
import Mathlib

open Matrix

namespace OrthogonalizationFreedom

variable {n : Type*} [Fintype n] [DecidableEq n]
```

New functions $\chi_a=\sum_\mu\phi_\mu X_{\mu a}$ take their coefficients from the columns of $X$. With the bracket antilinear in its first slot,
$$\langle\chi_a|\hat F|\chi_b\rangle=\sum_{\mu\nu}X_{\mu a}^*F_{\mu\nu}X_{\nu b}=(X^\dagger FX)_{ab}.$$
Lean writes the conjugate transpose $X^\dagger$ as `Xᴴ`.

```lean
/-- The product `Xᴴ F X`: its `(a, b)` entry is the sesquilinear form with matrix `F`
evaluated on columns `a` and `b`
of `X`. -/
def transformed (X F : Matrix n n ℂ) : Matrix n n ℂ := Xᴴ * F * X
```

The same formula applied to the identity operator gives $\langle\chi_a|\chi_b\rangle=(X^\dagger SX)_{ab}$, so the $\chi_a$ are orthonormal exactly when $X^\dagger SX=1$. Such an $X$ is called an orthogonalizer of $S$. The functions themselves do not appear in Lean, and neither $S$ nor $F$ carries a Hermiticity hypothesis. For $S$ this adds no generality: an orthogonalizer is invertible, as shown next, so $X^\dagger SX=1$ forces $S=(X^{-1})^\dagger X^{-1}$, which is Hermitian and positive definite. The matrix $F$ is arbitrary.

```lean
/-- `X` orthogonalizes the overlap matrix `S`: `Xᴴ S X = 1`. -/
def IsOrthogonalizer (S X : Matrix n n ℂ) : Prop := Xᴴ * S * X = 1
```

## An orthogonalizer is invertible

Taking determinants of $X^\dagger SX=1$ gives $\det(X^\dagger S)\,\det X=1$, hence $\det X\neq0$. The product equation is `hd`, and over $\mathbb C$ the conclusion `IsUnit X.det` means a nonzero determinant. Mathlib assigns the zero matrix to `X⁻¹` when $X$ is singular, so this lemma is what makes `X⁻¹` a true inverse wherever it is cancelled below.

```lean
/-- An orthogonalizer has an invertible determinant. -/
theorem IsOrthogonalizer.isUnit_det {S X : Matrix n n ℂ} (hX : IsOrthogonalizer S X) :
    IsUnit X.det := by
  have h : Xᴴ * S * X = 1 := hX
  have hd : (Xᴴ * S).det * X.det = 1 := by
    rw [← Matrix.det_mul, h, Matrix.det_one]
  exact isUnit_iff_ne_zero.mpr (right_ne_zero_of_mul_eq_one hd)
```

## Changes of basis compose

For any matrices $X$, $U$, $F$, the rule $(XU)^\dagger=U^\dagger X^\dagger$ gives
$$(XU)^\dagger F(XU)=U^\dagger(X^\dagger FX)U.$$
The `simp only` call uses that rule, `Matrix.conjTranspose_mul`, and associativity.

```lean
omit [DecidableEq n] in
/-- Transforming with `X U` is transforming with `X` and then with `U`. -/
theorem transformed_mul (X U F : Matrix n n ℂ) :
    transformed (X * U) F = Uᴴ * transformed X F * U := by
  simp only [transformed, Matrix.conjTranspose_mul, Matrix.mul_assoc]
```

## All orthogonalizers from one

Let $X$ be an orthogonalizer and put $F=S$ in the composition rule:
$$(XU)^\dagger S(XU)=U^\dagger\,1\,U=U^\dagger U\quad\text{for every }U.$$
This identity is `key`. If $Y$ is another orthogonalizer, set $U=X^{-1}Y$. Then $XU=Y$, which is `hXY`, and $U^\dagger U=Y^\dagger SY=1$. Conversely, if $Y=XU$ with $U$ unitary, then $Y^\dagger SY=U^\dagger U=1$. Membership of `Matrix.unitaryGroup n ℂ` requires both $U^\dagger U=1$ and $UU^\dagger=1$; for square matrices the first suffices, and `Matrix.mem_unitaryGroup_iff'` performs this reduction. The theorem states that the orthogonalizers of $S$ are exactly the matrices $XU$ with $U$ unitary.

```lean
/-- Given one orthogonalizer `X` of `S`, a matrix `Y` orthogonalizes `S` exactly when
`Y = X U` for some unitary `U`. -/
theorem isOrthogonalizer_iff {S X : Matrix n n ℂ} (hX : IsOrthogonalizer S X)
    (Y : Matrix n n ℂ) :
    IsOrthogonalizer S Y ↔ ∃ U ∈ Matrix.unitaryGroup n ℂ, Y = X * U := by
  have h1 : transformed X S = 1 := hX
  -- the overlap in the basis `X U` is `Uᴴ U`
  have key : ∀ U : Matrix n n ℂ, transformed (X * U) S = Uᴴ * U := by
    intro U
    rw [transformed_mul, h1, Matrix.mul_one]
  constructor
  · intro hY
    have hXY : X * (X⁻¹ * Y) = Y := by
      rw [← Matrix.mul_assoc, Matrix.mul_nonsing_inv X hX.isUnit_det, Matrix.one_mul]
    refine ⟨X⁻¹ * Y, ?_, hXY.symm⟩
    rw [Matrix.mem_unitaryGroup_iff', Matrix.star_eq_conjTranspose, ← key, hXY]
    exact hY
  · rintro ⟨U, hU, rfl⟩
    rw [Matrix.mem_unitaryGroup_iff', Matrix.star_eq_conjTranspose] at hU
    exact (key U).trans hU
```

## The inverse overlap

The equation $(X^\dagger S)X=1$ makes $X^\dagger S$ a left inverse of $X$. For square matrices a left inverse is also a right inverse, so $X(X^\dagger S)=1$ (`h2`, from `mul_eq_one_comm`). Regrouping gives $(XX^\dagger)S=1$ (`h3`). Determinants give $\det S\neq0$, and a left inverse of $S$ is its inverse:
$$XX^\dagger=S^{-1}.$$
The right-hand side does not depend on which orthogonalizer was chosen.

```lean
/-- Every orthogonalizer of `S` factorizes the inverse overlap: `S` has an invertible
determinant and `X Xᴴ = S⁻¹`. -/
theorem IsOrthogonalizer.mul_conjTranspose {S X : Matrix n n ℂ}
    (hX : IsOrthogonalizer S X) : IsUnit S.det ∧ X * Xᴴ = S⁻¹ := by
  have h : Xᴴ * S * X = 1 := hX
  -- a left inverse of a square matrix is also a right inverse
  have h2 : X * (Xᴴ * S) = 1 := mul_eq_one_comm.mp h
  have h3 : X * Xᴴ * S = 1 := by rw [Matrix.mul_assoc, h2]
  have hd : (X * Xᴴ).det * S.det = 1 := by
    rw [← Matrix.det_mul, h3, Matrix.det_one]
  exact ⟨isUnit_iff_ne_zero.mpr (right_ne_zero_of_mul_eq_one hd),
    (Matrix.inv_eq_left_inv h3).symm⟩
```

## The characteristic polynomial

For a square matrix $M$ and an indeterminate $t$, `charpoly` is $p_M(t)=\det(t\,1-M)$. Square matrices $A$, $B$ satisfy $p_{AB}=p_{BA}$, available as `Matrix.charpoly_mul_comm`. With $A=X^\dagger F$ and $B=X$,
$$p_{X^\dagger FX}=p_{XX^\dagger F}=p_{S^{-1}F}.$$
The single `rw` chain moves $X$ to the front, regroups, and substitutes $XX^\dagger=S^{-1}$.

```lean
/-- For an orthogonalizer `X` of `S`, the transformed matrix `Xᴴ F X` has the characteristic
polynomial of `S⁻¹ F`. -/
theorem charpoly_transformed {S X : Matrix n n ℂ} (hX : IsOrthogonalizer S X)
    (F : Matrix n n ℂ) : (transformed X F).charpoly = (S⁻¹ * F).charpoly := by
  -- cyclic move of `X` to the front, then `X Xᴴ = S⁻¹`
  rw [transformed, Matrix.charpoly_mul_comm (Xᴴ * F) X, ← Matrix.mul_assoc,
    hX.mul_conjTranspose.2]
```

## The main theorem

Let $X$ and $Y$ both orthogonalize the same $S$ (hypotheses `hX`, `hY`) and let $F$ be any square complex matrix. The classification supplies a unitary $U$ with $Y=XU$, and multiplying from the left by $X^{-1}$ identifies it as $U=X^{-1}Y$ (`hUeq`). Three conclusions follow:
$$X^{-1}Y\ \text{is unitary},\qquad Y^\dagger FY=U^\dagger(X^\dagger FX)U,\qquad p_{X^\dagger FX}=p_{Y^\dagger FY}.$$
The second is `transformed_mul` applied to $Y=XU$. The third does not pass through $U$: both polynomials are rewritten to $p_{S^{-1}F}$ by `charpoly_transformed`.

```lean
/-- Orthogonalization freedom: for two orthogonalizers `X`, `Y` of the same overlap,
`U = X⁻¹ Y` is unitary, `Yᴴ F Y = Uᴴ (Xᴴ F X) U`, and the two transformed matrices have the
same characteristic polynomial, for any `F`. -/
theorem orthogonalization_freedom {S X Y : Matrix n n ℂ}
    (hX : IsOrthogonalizer S X) (hY : IsOrthogonalizer S Y) (F : Matrix n n ℂ) :
    X⁻¹ * Y ∈ Matrix.unitaryGroup n ℂ ∧
      transformed Y F = (X⁻¹ * Y)ᴴ * transformed X F * (X⁻¹ * Y) ∧
      (transformed X F).charpoly = (transformed Y F).charpoly := by
  obtain ⟨U, hU, hYU⟩ := (isOrthogonalizer_iff hX Y).mp hY
  -- the unitary relating the two bases is `X⁻¹ Y`
  have hUeq : X⁻¹ * Y = U := by
    rw [hYU, ← Matrix.mul_assoc, Matrix.nonsing_inv_mul X hX.isUnit_det, Matrix.one_mul]
  refine ⟨by rw [hUeq]; exact hU, ?_, ?_⟩
  · rw [hUeq, hYU, transformed_mul]
  · rw [charpoly_transformed hX, charpoly_transformed hY]
```

The equality is one of polynomials, whose roots are the eigenvalues counted with algebraic multiplicity. Since $F$ need not be Hermitian, the statement also covers non-Hermitian effective one-particle matrices in a finite basis, and it says nothing about real eigenvalues or diagonalizability. The existence of an orthogonalizer is assumed, not derived from properties of $S$. Because $X$ and $Y$ are square, canonical orthogonalization with near-dependent combinations discarded, where $X$ becomes rectangular, is not covered. The matrix $F$ is the same on both sides; its dependence on the density across self-consistent iterations is not modelled.

## The generalized eigenvalue equation

The same two-sided-inverse argument links the transformed problem to the original one. Let $c$ be a complex vector, $C=Xc$, and $\varepsilon\in\mathbb C$. If $FXc=\varepsilon SXc$, multiplying by $X^\dagger$ gives
$$(X^\dagger FX)c=\varepsilon\,X^\dagger SX\,c=\varepsilon c,$$
using `h4` and `h1`. For the converse, $X^\dagger(SX)=1$ implies $SXX^\dagger=1$ (`h2`), so $SX(X^\dagger FX)=FX$ (`h3`). Multiplying $(X^\dagger FX)c=\varepsilon c$ by $SX$ then gives $FXc=\varepsilon SXc$. In Lean `*ᵥ` is the matrix–vector product and `•` multiplication by a scalar. The equivalence holds for every $c$, with no normalization and with $c=0$ allowed.

```lean
/-- For an orthogonalizer `X` of `S`, the coefficient vector `X c` solves the generalized
equation `F C = ε S C` exactly when `c` solves `(Xᴴ F X) c = ε c`. -/
theorem generalized_eigen_iff {S X : Matrix n n ℂ} (hX : IsOrthogonalizer S X)
    (F : Matrix n n ℂ) (ε : ℂ) (c : n → ℂ) :
    F *ᵥ (X *ᵥ c) = ε • S *ᵥ (X *ᵥ c) ↔ transformed X F *ᵥ c = ε • c := by
  have h : Xᴴ * S * X = 1 := hX
  have h1 : Xᴴ * (S * X) = 1 := by rw [← Matrix.mul_assoc, h]
  -- `S X` is the two-sided inverse of `Xᴴ`
  have h2 : S * X * Xᴴ = 1 := mul_eq_one_comm.mp h1
  have h3 : S * X * transformed X F = F * X := by
    rw [transformed, Matrix.mul_assoc Xᴴ F X, ← Matrix.mul_assoc (S * X), h2, Matrix.one_mul]
  have h4 : Xᴴ * (F * X) = transformed X F := by
    rw [transformed, Matrix.mul_assoc]
  rw [Matrix.mulVec_mulVec, Matrix.mulVec_mulVec]
  constructor
  · intro hc
    rw [← h4, ← Matrix.mulVec_mulVec, hc, Matrix.mulVec_smul, Matrix.mulVec_mulVec, h1,
      Matrix.one_mulVec]
  · intro hc
    rw [← h3, ← Matrix.mulVec_mulVec, hc, Matrix.mulVec_smul]
```

## Two functions and one function

Take two normalized functions $\phi_0,\phi_1$, indexed by `Fin 2`, with $\langle\phi_0|\phi_1\rangle=3/5$. Gram–Schmidt starting from $\phi_0$ keeps $\chi_0=\phi_0$. The remainder $\phi_1-\tfrac35\phi_0$ has squared norm $1-\tfrac9{25}=\tfrac{16}{25}$, so $\chi_1=-\tfrac34\phi_0+\tfrac54\phi_1$. Starting from $\phi_1$ gives the mirror image. With rows separated by `;` in Lean's `!![...]` notation,
$$X=\begin{pmatrix}1&-3/4\\0&5/4\end{pmatrix},\qquad Y=\begin{pmatrix}5/4&0\\-3/4&1\end{pmatrix}.$$
For $F=\operatorname{diag}(1,0)$ the element is $(X^\dagger FX)_{ab}=X_{0a}^*X_{0b}$, and likewise for $Y$, so
$$X^\dagger FX=\begin{pmatrix}1&-3/4\\-3/4&9/16\end{pmatrix},\qquad Y^\dagger FY=\begin{pmatrix}25/16&0\\0&0\end{pmatrix}.$$
The theorem states that both matrices orthogonalize $S$ and that the two transformed matrices differ. The proof writes out the adjoints, multiplies the $2\times2$ matrices with `Matrix.mul_fin_two`, and refutes equality from the $(0,0)$ entries, $1$ and $25/16$ (`h00`).

```lean
/-- For the overlap matrix `!![1, 3/5; 3/5, 1]`, the matrices `!![1, -3/4; 0, 5/4]` and
`!![5/4, 0; -3/4, 1]` both
orthogonalize the overlap matrix and give different transformed matrices for
`F = diag(1, 0)`. -/
theorem orthogonalization_freedom_witness :
    IsOrthogonalizer (!![1, 3 / 5; 3 / 5, 1] : Matrix (Fin 2) (Fin 2) ℂ)
        !![1, -3 / 4; 0, 5 / 4] ∧
      IsOrthogonalizer (!![1, 3 / 5; 3 / 5, 1] : Matrix (Fin 2) (Fin 2) ℂ)
        !![5 / 4, 0; -3 / 4, 1] ∧
      transformed (!![1, -3 / 4; 0, 5 / 4] : Matrix (Fin 2) (Fin 2) ℂ) !![1, 0; 0, 0] ≠
        transformed !![5 / 4, 0; -3 / 4, 1] !![1, 0; 0, 0] := by
  have hX : (!![1, -3 / 4; 0, 5 / 4] : Matrix (Fin 2) (Fin 2) ℂ)ᴴ =
      !![1, 0; -3 / 4, 5 / 4] := by
    ext i j
    fin_cases i <;> fin_cases j <;> simp [Matrix.conjTranspose_apply]
  have hY : (!![5 / 4, 0; -3 / 4, 1] : Matrix (Fin 2) (Fin 2) ℂ)ᴴ =
      !![5 / 4, -3 / 4; 0, 1] := by
    ext i j
    fin_cases i <;> fin_cases j <;> simp [Matrix.conjTranspose_apply]
  refine ⟨?_, ?_, ?_⟩
  · rw [IsOrthogonalizer, hX, Matrix.mul_fin_two, Matrix.mul_fin_two, Matrix.one_fin_two]
    norm_num
  · rw [IsOrthogonalizer, hY, Matrix.mul_fin_two, Matrix.mul_fin_two, Matrix.one_fin_two]
    norm_num
  · intro h
    rw [transformed, transformed, hX, hY, Matrix.mul_fin_two, Matrix.mul_fin_two,
      Matrix.mul_fin_two, Matrix.mul_fin_two] at h
    -- the upper left entries are 1 and 25/16
    have h00 := congrFun (congrFun h 0) 0
    norm_num at h00

end OrthogonalizationFreedom
```

```lean
#print axioms OrthogonalizationFreedom.orthogonalization_freedom
#print axioms OrthogonalizationFreedom.generalized_eigen_iff
```

```
'OrthogonalizationFreedom.orthogonalization_freedom' depends on axioms: [propext, Classical.choice, Quot.sound]
'OrthogonalizationFreedom.generalized_eigen_iff' depends on axioms: [propext, Classical.choice, Quot.sound]
```

The full transformed matrices displayed above and the explicit values that follow are worked out on paper and appear in no Lean statement. Both transformed matrices have trace $25/16$ and determinant $0$, so the shared polynomial is $t\,(t-25/16)$, and the connecting unitary is the rotation
$$X^{-1}Y=\begin{pmatrix}4/5&3/5\\-3/5&4/5\end{pmatrix}.$$
For a single basis function the matrices $S$, $F$, $X$, $Y$ are numbers $s$, $f$, $x$, $y$. The condition $|x|^2s=1=|y|^2s$ forces $s>0$ and $|x|=|y|=s^{-1/2}$, the unitary $y/x$ is a phase, and both transformed matrices equal $f/s$. Different transformed matrices therefore need at least two functions.
